# The spectrum of the Jacobi iteration matrix for the one-dimensional Dirichlet Poisson problem

A Jacobi iteration that is stopped as soon as successive iterates barely differ can stop far from the solution. On 99 interior grid points, an error shaped like half a sine wave shrinks by about one part in two thousand per sweep. The remaining error is then about two thousand times the last change, and a small change says little until the eigenvalues of the iteration are known. For the one-dimensional Poisson problem with fixed walls they have a closed form.

## What a sweep does to the error

Take $-u''=f$ on an interval with $u=0$ at both ends, and $N$ equally spaced interior points with spacing $h$. The usual second difference gives $Au=h^2f$, where $A$ has 2 on the diagonal and $-1$ between nearest neighbours. Let $D$ be the diagonal part of $A$. A Jacobi sweep is

$$u_{\text{new}}=D^{-1}\bigl(h^2f+(D-A)u\bigr).$$

The exact discrete solution is a fixed point of this map. Subtracting it removes the source, and the error $e$ obeys

$$e_{\text{new}}=Je,\qquad J=1-D^{-1}A.$$

The diagonal entries of $J$ are $1-2/2=0$, those between nearest neighbours are $-\tfrac12(-1)=\tfrac12$, and all others vanish.

With $u$ read as an electrostatic potential and $f$ as a scaled charge density, this one-dimensional model illustrates how plain Jacobi sweeps become expensive as a uniform grid is refined.

## Eigenvalues, spectral radius and decay

Write $\theta_k=k\pi/(N+1)$, which is `angle N k` in Lean. There are three main results.

- **Spectrum** (`jacobi_spectrum`): the complex spectrum of $J$ is exactly $\{\cos\theta_k : k=1,\dots,N\}$.
- **Spectral radius** (`jacobi_spectralRadius`): for $N\ge1$ it equals $\cos\theta_1=\cos(\pi/(N+1))$.
- **Slow decay** (`smooth_mode_slow`): $\cos(\theta_1)^m\ge 1-m\theta_1^2/2$ for every number of sweeps $m$.

In Lean, `poisson N` is $A$ and `jacobi N` is $J$, both real matrices indexed by `Fin N`. The index $j$ runs from $0$ to $N-1$ and stands for grid point $j+1$; the walls are points $0$ and $N+1$. The expression `(jacobi N).map Complex.ofRealHom` is the same matrix with its entries read as complex numbers, so `spectrum ℂ` would also reveal any non-real eigenvalue. It is a set and records no multiplicities. For $N=0$ both sides of the spectrum theorem are empty.

Mathlib's `spectralRadius` is the supremum of the absolute values over the spectrum, taken in the extended nonnegative reals. Since $\cos\theta_1\ge0$ for $N\ge1$, `ENNReal.ofReal` merely moves the cosine into that type.

The vector `mode N k` has components $v_k(j)=\sin((j+1)\theta_k)$ and is not normalised. For $1\le k\le N$ the unit vector is $\sqrt{2/(N+1)}\,v_k$, with the same eigenvalue.

The file treats the matrix $J$ and its powers acting on single modes. The source term and the error recursion above are the physical reading of that matrix. Higher dimensions, non-uniform grids and damped sweeps are not treated.

## Sine modes between two walls

In this section $f$ is not the source term but any grid function with $f(0)=f(N+1)=0$. Let component $j$ of a vector hold $f(j+1)$. Row $i$ of $J$ then gives

$$(Jf)_i=\frac{f(i)+f(i+2)}2 .$$

At the first and last points a neighbour is missing from the matrix, but its value would be zero anyway.

Now put $f(n)=\sin(n\theta_k)$. It vanishes at $n=0$, and at $n=N+1$ it equals $\sin(k\pi)=0$. With $\varphi=(i+1)\theta_k$,

$$(Jv_k)_i=\frac{\sin(\varphi-\theta_k)+\sin(\varphi+\theta_k)}2=\cos\theta_k\,\sin\varphi=\cos\theta_k\,v_k(i).$$

Hence $Jv_k=\cos\theta_k\,v_k$, and by induction $J^mv_k=\cos(\theta_k)^m\,v_k$.

For $1\le k\le N$ we have $0<\theta_k<\pi$. The first component $\sin\theta_k$ is therefore positive, so $v_k\neq0$ and $\cos\theta_k$ is an eigenvalue. Cosine is injective on $[0,\pi]$, which makes these $N$ eigenvalues distinct. The characteristic polynomial has degree $N$ and at most $N$ complex roots, so there are no others.

## The slowest modes

For $1\le k\le N$ the angles satisfy $\theta_1\le\theta_k\le\pi-\theta_1$. Cosine decreases on $[0,\pi]$, so

$$-\cos\theta_1=\cos(\pi-\theta_1)\le\cos\theta_k\le\cos\theta_1 .$$

Thus $|\cos\theta_k|\le\cos\theta_1$, with equality at $k=1$. Equality also holds at $k=N$: the most oscillatory mode decays just as slowly, with a sign change in each sweep when $N\ge2$. For $N=1$ the two modes coincide, the eigenvalue is zero, and one sweep removes the error.

For the decay over $m$ sweeps, Bernoulli's inequality $(1+a)^m\ge1+ma$ holds for $a\ge-2$. Take $a=\cos\theta_1-1$ and use $\cos x\ge1-x^2/2$:

$$\cos(\theta_1)^m\ge1+m(\cos\theta_1-1)\ge1-\frac{m\theta_1^2}2 .$$

To bring the smoothest mode down to a fraction $\varepsilon<1$ of its initial size, we therefore need

$$m\ge\frac{2(1-\varepsilon)(N+1)^2}{\pi^2}.$$

For fixed $\varepsilon$ the number of sweeps grows at least as $N^2$. Halving this mode on 99 points takes more than a thousand. This is a lower bound and not an estimate: for $0<\varepsilon<1$ and large $N$ the actual number is close to $2\ln(1/\varepsilon)(N+1)^2/\pi^2$, which is much larger when $\varepsilon$ is small.

## From matrix entries to the spectral radius in Lean

```lean
import Mathlib

open Matrix

namespace JacobiPoisson

noncomputable section

/-- The one-dimensional Dirichlet Poisson matrix on `N` interior grid points, in units of the
inverse squared spacing: 2 on the diagonal and -1 between nearest neighbours. -/
def poisson (N : ℕ) : Matrix (Fin N) (Fin N) ℝ :=
  Matrix.of fun i j => if i = j then 2 else
    if i.val + 1 = j.val ∨ j.val + 1 = i.val then -1 else 0

/-- The Jacobi iteration matrix: 1/2 between nearest neighbours and 0 elsewhere. -/
def jacobi (N : ℕ) : Matrix (Fin N) (Fin N) ℝ :=
  Matrix.of fun i j => if i.val + 1 = j.val ∨ j.val + 1 = i.val then 1 / 2 else 0

/-- The phase advance per grid point of mode `k`, equal to `k π / (N + 1)`. -/
def angle (N k : ℕ) : ℝ := k * Real.pi / (N + 1)

/-- The sine mode `k`, sampled at the interior grid points `1, ..., N`. -/
def mode (N k : ℕ) : Fin N → ℝ :=
  fun j => Real.sin (((j.val + 1 : ℕ) : ℝ) * angle N k)

/-- The Jacobi iteration matrix is `1 - D⁻¹ A`, with `A` the Poisson matrix and `D` its
diagonal part. -/
theorem jacobi_eq_one_sub (N : ℕ) :
    jacobi N = 1 - Matrix.diagonal (fun i => (poisson N i i)⁻¹) * poisson N := by
  ext i j
  rw [Matrix.sub_apply, Matrix.diagonal_mul]
  by_cases h : i = j
  · subst h
    simp [jacobi, poisson]
  · by_cases h2 : i.val + 1 = j.val ∨ j.val + 1 = i.val
    · simp [jacobi, poisson, h, h2]
    · simp [jacobi, poisson, h, h2]

/-- On a grid function that vanishes at both walls, the Jacobi iteration matrix replaces each value
by the average of its two neighbours. -/
theorem jacobi_mulVec_apply {N : ℕ} (f : ℕ → ℝ) (h0 : f 0 = 0) (hN : f (N + 1) = 0)
    (i : Fin N) :
    (jacobi N *ᵥ fun j => f (j.val + 1)) i = (f i.val + f (i.val + 2)) / 2 := by
  have hi := i.isLt
  have m1 : i.val ∈ Finset.range (N + 1 + 1) := Finset.mem_range.2 (by omega)
  have m2 : i.val + 2 ∈ Finset.range (N + 1 + 1) := Finset.mem_range.2 (by omega)
  -- sum over all grid points, walls included
  have key : ∑ m ∈ Finset.range (N + 1 + 1), ((if m = i.val then f m / 2 else 0)
      + (if m = i.val + 2 then f m / 2 else 0)) = (f i.val + f (i.val + 2)) / 2 := by
    rw [Finset.sum_add_distrib, Finset.sum_ite_eq', Finset.sum_ite_eq', if_pos m1, if_pos m2]
    ring
  -- the walls contribute nothing
  rw [Finset.sum_range_succ, Finset.sum_range_succ'] at key
  simp only [h0, hN, zero_div, ite_self, add_zero] at key
  rw [Finset.sum_range] at key
  rw [← key]
  change ∑ j : Fin N, jacobi N i j * f (j.val + 1) = _
  refine Finset.sum_congr rfl fun j _ => ?_
  simp only [jacobi, Matrix.of_apply]
  by_cases h1 : j.val + 1 = i.val
  · have h2 : ¬ (j.val + 1 = i.val + 2) := by omega
    rw [if_pos (Or.inr h1), if_pos h1, if_neg h2]
    ring
  · by_cases h2 : i.val + 1 = j.val
    · have h3 : j.val + 1 = i.val + 2 := by omega
      rw [if_pos (Or.inl h2), if_neg h1, if_pos h3]
      ring
    · have h3 : ¬ (j.val + 1 = i.val + 2) := by omega
      have h4 : ¬ (i.val + 1 = j.val ∨ j.val + 1 = i.val) := by omega
      rw [if_neg h4, if_neg h1, if_neg h3]
      ring

/-- The Jacobi iteration matrix multiplies sine mode `k` by `cos (k π / (N + 1))`. -/
theorem jacobi_mulVec_mode (N k : ℕ) :
    jacobi N *ᵥ mode N k = Real.cos (angle N k) • mode N k := by
  ext i
  have hN : Real.sin (((N + 1 : ℕ) : ℝ) * angle N k) = 0 := by
    have e : ((N + 1 : ℕ) : ℝ) * angle N k = k * Real.pi := by
      have hp : (N : ℝ) + 1 ≠ 0 := by positivity
      unfold angle
      push_cast
      exact mul_div_cancel₀ _ hp
    rw [e, Real.sin_nat_mul_pi]
  have h := jacobi_mulVec_apply (fun m : ℕ => Real.sin ((m : ℝ) * angle N k))
    (by simp) hN i
  refine h.trans ?_
  simp only [Pi.smul_apply, smul_eq_mul, mode]
  have e1 : (i.val : ℝ) * angle N k = ((i.val + 1 : ℕ) : ℝ) * angle N k - angle N k := by
    push_cast
    ring
  have e2 : ((i.val + 2 : ℕ) : ℝ) * angle N k
      = ((i.val + 1 : ℕ) : ℝ) * angle N k + angle N k := by
    push_cast
    ring
  rw [e1, e2, Real.sin_sub, Real.sin_add]
  ring

/-- The `m`-th power of the Jacobi iteration matrix multiplies sine mode `k` by `cos (k π / (N + 1))
^ m`. -/
theorem jacobi_pow_mulVec_mode (N k m : ℕ) :
    (jacobi N ^ m) *ᵥ mode N k = Real.cos (angle N k) ^ m • mode N k := by
  induction m with
  | zero => simp
  | succ m ih =>
    rw [pow_succ', ← Matrix.mulVec_mulVec, ih, Matrix.mulVec_smul, jacobi_mulVec_mode,
      smul_smul, ← pow_succ]

/-- The phase advances of the modes `1, ..., N` lie strictly between 0 and `π`. -/
theorem angle_mem {N k : ℕ} (h1 : 1 ≤ k) (h2 : k ≤ N) :
    0 < angle N k ∧ angle N k < Real.pi := by
  have hk : (0 : ℝ) < k := by exact_mod_cast h1
  have hkN : (k : ℝ) ≤ N := by exact_mod_cast h2
  have hpi := Real.pi_pos
  have hp : (0 : ℝ) < (N : ℝ) + 1 := by positivity
  unfold angle
  refine ⟨by positivity, ?_⟩
  rw [div_lt_iff₀ hp]
  nlinarith

/-- The complex spectrum of the Jacobi iteration matrix consists exactly of the numbers
`cos (k π / (N + 1))` with `k = 1, ..., N`. -/
theorem jacobi_spectrum (N : ℕ) :
    spectrum ℂ ((jacobi N).map Complex.ofRealHom)
      = {μ : ℂ | ∃ k : ℕ, 1 ≤ k ∧ k ≤ N ∧ μ = (Real.cos (angle N k) : ℂ)} := by
  classical
  set A : Matrix (Fin N) (Fin N) ℂ := (jacobi N).map Complex.ofRealHom with hA
  have hdet : ∀ μ : ℂ, A.charpoly.eval μ
      = (algebraMap ℂ (Matrix (Fin N) (Fin N) ℂ) μ - A).det :=
    fun μ => Matrix.eval_charpoly A μ
  have hroot : ∀ μ : ℂ, μ ∈ spectrum ℂ A ↔ A.charpoly.eval μ = 0 := by
    intro μ
    rw [hdet, spectrum.mem_iff, Matrix.isUnit_iff_isUnit_det, isUnit_iff_ne_zero, not_not]
  -- every sine mode supplies a root of the characteristic polynomial
  have hmode : ∀ k : ℕ, 1 ≤ k → k ≤ N →
      A.charpoly.eval (Real.cos (angle N k) : ℂ) = 0 := by
    intro k h1 h2
    rw [hdet, ← Matrix.exists_mulVec_eq_zero_iff]
    refine ⟨Complex.ofRealHom ∘ mode N k, ?_, ?_⟩
    · intro h
      have h3 := congrFun h ⟨0, by omega⟩
      have h4 := Real.sin_pos_of_pos_of_lt_pi (angle_mem h1 h2).1 (angle_mem h1 h2).2
      have h5 : mode N k ⟨0, by omega⟩ = 0 := Complex.ofReal_injective h3
      simp only [mode, zero_add, Nat.cast_one, one_mul] at h5
      exact h4.ne' h5
    · have hv : A *ᵥ (Complex.ofRealHom ∘ mode N k)
          = (Real.cos (angle N k) : ℂ) • (Complex.ofRealHom ∘ mode N k) := by
        ext j
        have h := RingHom.map_mulVec Complex.ofRealHom (jacobi N) (mode N k) j
        rw [jacobi_mulVec_mode] at h
        rw [hA, ← h]
        simp
      rw [Matrix.sub_mulVec, hv, Algebra.algebraMap_eq_smul_one, Matrix.smul_mulVec,
        Matrix.one_mulVec, sub_self]
  -- these N roots are distinct, so they exhaust the N available ones
  let S : Finset ℂ := (Finset.Icc 1 N).image fun k => (Real.cos (angle N k) : ℂ)
  have hcard : S.card = N := by
    have hinj : Set.InjOn (fun k : ℕ => (Real.cos (angle N k) : ℂ))
        (Finset.Icc 1 N : Finset ℕ) := by
      intro a ha b hb hab
      have ha' := Finset.mem_Icc.1 (Finset.mem_coe.1 ha)
      have hb' := Finset.mem_Icc.1 (Finset.mem_coe.1 hb)
      have pa := angle_mem ha'.1 ha'.2
      have pb := angle_mem hb'.1 hb'.2
      have h := Real.injOn_cos ⟨pa.1.le, pa.2.le⟩ ⟨pb.1.le, pb.2.le⟩
        (Complex.ofReal_injective hab)
      have hp : (N : ℝ) + 1 ≠ 0 := by positivity
      unfold angle at h
      rw [div_left_inj' hp] at h
      exact_mod_cast mul_right_cancel₀ Real.pi_ne_zero h
    rw [Finset.card_image_of_injOn hinj, Nat.card_Icc, Nat.add_sub_cancel]
  have hne : A.charpoly ≠ 0 := (Matrix.charpoly_monic A).ne_zero
  have hsub : S ⊆ A.charpoly.roots.toFinset := by
    intro μ hμ
    obtain ⟨k, hk, rfl⟩ := Finset.mem_image.1 hμ
    rw [Multiset.mem_toFinset, Polynomial.mem_roots hne]
    exact hmode k (Finset.mem_Icc.1 hk).1 (Finset.mem_Icc.1 hk).2
  have hle : A.charpoly.roots.toFinset.card ≤ S.card := by
    have h := (Multiset.toFinset_card_le A.charpoly.roots).trans
      (Polynomial.card_roots' A.charpoly)
    rw [Matrix.charpoly_natDegree_eq_dim, Fintype.card_fin] at h
    rwa [hcard]
  have heq := Finset.eq_of_subset_of_card_le hsub hle
  ext μ
  rw [hroot]
  constructor
  · intro h
    have hμ : μ ∈ S := by
      rw [heq, Multiset.mem_toFinset, Polynomial.mem_roots hne]
      exact h
    obtain ⟨k, hk, rfl⟩ := Finset.mem_image.1 hμ
    exact ⟨k, (Finset.mem_Icc.1 hk).1, (Finset.mem_Icc.1 hk).2, rfl⟩
  · rintro ⟨k, h1, h2, rfl⟩
    exact hmode k h1 h2

/-- For at least one grid point, the spectral radius of the Jacobi iteration matrix is
`cos (π / (N + 1))`. -/
theorem jacobi_spectralRadius {N : ℕ} (hN : 1 ≤ N) :
    spectralRadius ℂ ((jacobi N).map Complex.ofRealHom)
      = ENNReal.ofReal (Real.cos (Real.pi / (N + 1))) := by
  have hone : Real.pi / ((N : ℝ) + 1) = angle N 1 := by simp [angle]
  have hn : ∀ z : ℂ, (‖z‖₊ : ENNReal) = ENNReal.ofReal ‖z‖ := fun z => by
    rw [← coe_nnnorm, ENNReal.ofReal_coe_nnreal]
  rw [hone]
  apply le_antisymm
  · unfold spectralRadius
    rw [jacobi_spectrum]
    refine iSup₂_le ?_
    rintro _ ⟨k, h1, h2, rfl⟩
    refine (hn _).le.trans (ENNReal.ofReal_le_ofReal ?_)
    rw [Complex.norm_real, Real.norm_eq_abs]
    have p1 := angle_mem le_rfl hN
    have pk := angle_mem h1 h2
    have hp : (0 : ℝ) < (N : ℝ) + 1 := by positivity
    have hk1 : (1 : ℝ) ≤ k := by exact_mod_cast h1
    have hkN : (k : ℝ) ≤ N := by exact_mod_cast h2
    have hlow : angle N 1 ≤ angle N k := by
      unfold angle
      push_cast
      gcongr
    have hhigh : angle N k + angle N 1 ≤ Real.pi := by
      unfold angle
      rw [← add_div, div_le_iff₀ hp]
      push_cast
      nlinarith [Real.pi_pos]
    -- reflection about π / 2 controls the oscillatory modes
    have hneg := Real.cos_le_cos_of_nonneg_of_le_pi pk.1.le
      (by linarith [p1.1] : Real.pi - angle N 1 ≤ Real.pi) (by linarith)
    rw [Real.cos_pi_sub] at hneg
    exact abs_le.2 ⟨hneg, Real.cos_le_cos_of_nonneg_of_le_pi p1.1.le pk.2.le hlow⟩
  · have hmem : (Real.cos (angle N 1) : ℂ)
        ∈ spectrum ℂ ((jacobi N).map Complex.ofRealHom) := by
      rw [jacobi_spectrum]
      exact ⟨1, le_rfl, hN, rfl⟩
    have hle : ENNReal.ofReal (Real.cos (angle N 1))
        ≤ (‖(Real.cos (angle N 1) : ℂ)‖₊ : ENNReal) := by
      rw [hn, Complex.norm_real, Real.norm_eq_abs]
      exact ENNReal.ofReal_le_ofReal (le_abs_self _)
    exact hle.trans (le_iSup₂ (f := fun (z : ℂ)
      (_ : z ∈ spectrum ℂ ((jacobi N).map Complex.ofRealHom)) => (‖z‖₊ : ENNReal)) _ hmem)

/-- For all natural numbers `N` and `m`, the power `cos (π / (N + 1)) ^ m` is at least `1 - m (π /
(N + 1))² / 2`. -/
theorem smooth_mode_slow (N m : ℕ) :
    1 - m * (Real.pi / (N + 1)) ^ 2 / 2 ≤ Real.cos (Real.pi / (N + 1)) ^ m := by
  have h1 := Real.one_sub_sq_div_two_le_cos (x := Real.pi / ((N : ℝ) + 1))
  have h2 := Real.neg_one_le_cos (Real.pi / ((N : ℝ) + 1))
  -- Bernoulli's inequality with increment `cos (π / (N + 1)) - 1`
  have h3 := one_add_mul_le_pow
    (by linarith : (-2 : ℝ) ≤ Real.cos (Real.pi / ((N : ℝ) + 1)) - 1) m
  rw [add_sub_cancel] at h3
  have hm : (0 : ℝ) ≤ m := Nat.cast_nonneg m
  nlinarith [mul_nonneg hm (sub_nonneg.2 h1)]

end

end JacobiPoisson
```

```lean
#print axioms JacobiPoisson.jacobi_eq_one_sub
-- 'JacobiPoisson.jacobi_eq_one_sub' depends on axioms: [propext, Classical.choice, Quot.sound]
#print axioms JacobiPoisson.jacobi_pow_mulVec_mode
-- 'JacobiPoisson.jacobi_pow_mulVec_mode' depends on axioms: [propext, Classical.choice, Quot.sound]
#print axioms JacobiPoisson.jacobi_spectralRadius
-- 'JacobiPoisson.jacobi_spectralRadius' depends on axioms: [propext, Classical.choice, Quot.sound]
#print axioms JacobiPoisson.smooth_mode_slow
-- 'JacobiPoisson.smooth_mode_slow' depends on axioms: [propext, Classical.choice, Quot.sound]
```

`jacobi_eq_one_sub` checks $J=1-D^{-1}A$ entry by entry, in the three cases of equal, neighbouring and distant indices.

`jacobi_mulVec_apply` is the averaging rule. To avoid separate arguments for the end points, `key` sums over all $N+2$ grid points and picks out the terms at $i$ and $i+2$. The two wall terms are then split off and vanish by `h0` and `hN`. What remains is compared term by term with the matrix-vector product.

`jacobi_mulVec_mode` applies this rule to the sine. The equations `e1` and `e2` write the neighbouring phases as $\varphi\mp\theta_k$, and `Real.sin_sub` and `Real.sin_add` finish the computation. `jacobi_pow_mulVec_mode` is the induction on $m$, and `angle_mem` supplies $0<\theta_k<\pi$.

In `jacobi_spectrum`, the local name `A` stands for the complex form of $J$, not for the Poisson matrix. There `hroot` identifies points of the spectrum with roots of the characteristic polynomial. `hmode` shows that each $\cos\theta_k$ is such a root: the sine mode, carried over to complex entries, is a nonzero vector annihilated by $\cos\theta_k\cdot1-J$. Its first component proves that it is nonzero.

The counting argument uses the finite set `S` of these cosines. `hcard` shows that it has $N$ elements, by injectivity of cosine. `hsub` places it inside the set of roots, and `hle` says that this set has no more elements than `S`. A subset at least as large as the finite set containing it is the whole set, which gives `heq`. It follows that every point of the spectrum is one of the cosines; the reverse inclusion is `hmode`.

`jacobi_spectralRadius` proves two inequalities. For the upper bound, `hlow` and `hhigh` are $\theta_1\le\theta_k$ and $\theta_k+\theta_1\le\pi$; monotonicity of cosine and the reflection `Real.cos_pi_sub` then bound the absolute value. For the lower bound, `hmem` exhibits $\cos\theta_1$ as a point of the spectrum, and the supremum is at least its absolute value.

`smooth_mode_slow` combines the quadratic bound on cosine, `h1`, with Bernoulli's inequality, `h3`. The condition $a\ge-2$ comes from $\cos\theta_1\ge-1$. By `jacobi_pow_mulVec_mode` with $k=1$, $J^m$ multiplies the smoothest mode by this power of the cosine.
